# On a grid with at least two angular points, a semilocal s-channel operator is multiplicative exactly when its s correction vanishes

A pseudopotential replaces the nucleus and core electrons of an atom by an effective potential for the valence electrons. In the semilocal form, an s electron may feel a different radial potential from electrons of higher angular momentum. The operator never moves amplitude from one radius to another, but it must look at a whole spherical shell to find out how much of the wavefunction is s-like. Could it nevertheless be rewritten as an ordinary potential, a function of position that multiplies the wavefunction?

For the finite model below, with one correction in the s channel and at least two angular points, the answer is no unless that correction is zero at every radius. A second result characterizes the model: Hermiticity, locality in the radius and symmetry under all permutations of the angular points force an operator into this form.

## The average over a shell

Let $R$ be a finite set of radial points and $A$ a finite set of $m$ angular points, all with equal weight. A wavefunction is a complex function $\psi(r,a)$, and an operator is a complex matrix indexed by pairs $(r,a)$. The normalised s function on the angular points is $u=(1,\dots,1)/\sqrt m$. With $J$ the all-ones matrix, its projector is

$$uu^\dagger = J/m,\qquad (J/m)_{ab}=\frac1m ,$$

which replaces a function on $A$ by its average. In Lean, `R` and `A` are finite types with no further geometry, and `sProjector A` is the matrix $J/m$.

```lean
import Mathlib

open Matrix
open scoped Kronecker

namespace SemilocalPseudopotential

noncomputable section

variable {R A : Type*} [Fintype R] [DecidableEq R] [Fintype A] [DecidableEq A]

variable (A) in
/-- The s projector on a nonempty set of `m` angular points: every entry equals `1/m`. -/
def sProjector : Matrix A A ℂ := Matrix.of fun _ _ => (Fintype.card A : ℂ)⁻¹
```

## The operator and its two radial potentials

Let $v$ and $d$ be real functions of the radius. The semilocal operator is

$$V=\mathrm{diag}(v)\otimes 1+\mathrm{diag}(d)\otimes J/m .$$

Here $v$ is the potential common to all channels and $d$ is the extra potential felt by the s component. Typing them as `R → ℝ` builds in that both are real. The symbol `⊗ₖ` is the Kronecker product, whose entry between $(r,a)$ and $(s,b)$ is the product of the radial entry $(r,s)$ and the angular entry $(a,b)$.

```lean
/-- The semilocal operator `diag(v) ⊗ 1 + diag(d) ⊗ J/m` on a nonempty angular set, with local
part `v` and s-channel correction `d`. -/
def semilocal (v d : R → ℝ) : Matrix (R × A) (R × A) ℂ :=
  Matrix.diagonal (fun r => (v r : ℂ)) ⊗ₖ (1 : Matrix A A ℂ) +
    Matrix.diagonal (fun r => (d r : ℂ)) ⊗ₖ sProjector A
```

## Permutations in place of rotations

A permutation $\sigma$ of the angular points acts by $1\otimes P_\sigma$, where $(P_\sigma)_{ab}=1$ if $\sigma(a)=b$ and $0$ otherwise. On a wavefunction this gives $\psi(r,a)\mapsto\psi(r,\sigma(a))$.

```lean
variable (R) in
/-- A permutation of the angular points, acting as the identity on the radial index. -/
def angularPerm (σ : Equiv.Perm A) : Matrix (R × A) (R × A) ℂ :=
  (1 : Matrix R R ℂ) ⊗ₖ (Matrix.of fun a b => if σ a = b then (1 : ℂ) else 0)
```

Permutations stand in for rotations. On a grid with many angular points, symmetry under all permutations is a much stronger requirement than symmetry under rotations. It leaves room for at most two channels, the s component and everything else. A pseudopotential with different radial potentials for the angular momenta $l=1$ and $l=2$ is rotationally invariant but generally falls outside this class.

## Averaging twice is averaging once

For a nonempty angular set,

$$\sum_{c}\frac1m\cdot\frac1m=m\cdot\frac1{m^2}=\frac1m ,$$

so $(J/m)^2=J/m$. The proof does the same: the sum of a constant becomes $m$ times that constant, and one factor $m$ cancels because `hc` says that $m\neq0$.

```lean
omit [DecidableEq A] in
/-- The s projector is idempotent. -/
theorem sProjector_mul_self [Nonempty A] : sProjector A * sProjector A = sProjector A := by
  have hc : (Fintype.card A : ℂ) ≠ 0 := Nat.cast_ne_zero.mpr Fintype.card_ne_zero
  ext a b
  rw [Matrix.mul_apply]
  simp only [sProjector, Matrix.of_apply, Finset.sum_const, Finset.card_univ, nsmul_eq_mul]
  rw [← mul_assoc, mul_inv_cancel₀ hc, one_mul]
```

## Matrix elements between grid points

Multiplying out the Kronecker products gives

$$V_{(r,a),(s,b)}=\delta_{rs}\left(\delta_{ab}\,v_r+\frac{d_r}{m}\right).$$

Within one radial block the diagonal entries are $v_r+d_r/m$ and all others are $d_r/m$. Different radii are not coupled. The lemma `semilocal_apply` states this formula with `if` in place of the Kronecker deltas, and its proof splits into the cases $r=s$ or not and $a=b$ or not.

```lean
omit [Fintype R] in
/-- The matrix elements of the semilocal operator between grid points. -/
theorem semilocal_apply (v d : R → ℝ) (r s : R) (a b : A) :
    semilocal v d (r, a) (s, b) =
      if r = s then (if a = b then (v r : ℂ) else 0) + (d r : ℂ) / (Fintype.card A : ℂ)
      else 0 := by
  by_cases h : r = s
  · subst h
    by_cases k : a = b <;>
      simp [semilocal, sProjector, k, div_eq_mul_inv]
  · simp [semilocal, h]
```

## Commutation as invariance of the entries

Let $W$ be any matrix on $R\times A$. Multiplication by $1\otimes P_\sigma$ from the left permutes the row index, and multiplication from the right permutes the column index:

$$\big((1\otimes P_\sigma)W\big)_{(r,a),(s,b)}=W_{(r,\sigma(a)),(s,b)},\qquad
\big(W(1\otimes P_\sigma)\big)_{(r,a),(s,\sigma(b))}=W_{(r,a),(s,b)} .$$

Comparing both products in the column $(s,\sigma(b))$ shows that $W$ commutes with $1\otimes P_\sigma$ exactly when

$$W_{(r,\sigma(a)),(s,\sigma(b))}=W_{(r,a),(s,b)}\quad\text{for all } r,a,s,b .$$

The two product formulas are `hl` and `hr`. Each is proved by observing that only one term of the matrix product survives. In the direction from invariance to commutation, surjectivity of $\sigma$ lets every column label be written as $\sigma(b)$.

```lean
/-- An operator commutes with an angular permutation exactly when its matrix elements are
unchanged by permuting both angular indices. -/
theorem commute_angularPerm_iff (σ : Equiv.Perm A) (W : Matrix (R × A) (R × A) ℂ) :
    angularPerm R σ * W = W * angularPerm R σ ↔
      ∀ r a s b, W (r, σ a) (s, σ b) = W (r, a) (s, b) := by
  -- multiplication from the left permutes the row index
  have hl : ∀ r a q, (angularPerm R σ * W) (r, a) q = W (r, σ a) q := by
    intro r a q
    rw [Matrix.mul_apply, Finset.sum_eq_single (r, σ a)]
    · simp [angularPerm]
    · rintro ⟨t, c⟩ _ h
      by_cases h1 : r = t
      · have h2 : σ a ≠ c := fun h2 => h (by rw [h1, h2])
        simp [angularPerm, h2]
      · simp [angularPerm, h1]
    · intro h
      exact absurd (Finset.mem_univ _) h
  -- multiplication from the right permutes the column index back
  have hr : ∀ p s b, (W * angularPerm R σ) p (s, σ b) = W p (s, b) := by
    intro p s b
    rw [Matrix.mul_apply, Finset.sum_eq_single (s, b)]
    · simp [angularPerm]
    · rintro ⟨t, c⟩ _ h
      by_cases h1 : t = s
      · have h2 : c ≠ b := fun h2 => h (by rw [h1, h2])
        simp [angularPerm, h2]
      · simp [angularPerm, h1]
    · intro h
      exact absurd (Finset.mem_univ _) h
  constructor
  · intro h r a s b
    have e := congrFun (congrFun h (r, a)) (s, σ b)
    rwa [hl, hr] at e
  · intro h
    ext ⟨r, a⟩ ⟨s, b'⟩
    obtain ⟨b, rfl⟩ := σ.surjective b'
    rw [hl, hr]
    exact h r a s b
```

## Symmetry fixes the form of the operator

Suppose now that $m\ge2$ and that $W$ is Hermitian, vanishes between different radii and commutes with every $1\otimes P_\sigma$. Choose distinct angular points $a_0\neq b_0$ and set

$$p_r=W_{(r,a_0),(r,a_0)},\qquad q_r=W_{(r,a_0),(r,b_0)} .$$

Exchanging $a_0$ with $a$ shows that every diagonal entry of block $r$ equals $p_r$. For an off-diagonal entry with $a\neq b$, let $\tau$ exchange $a_0$ and $a$. Invariance gives $W_{(r,a),(r,\tau(b_0))}=q_r$. A second exchange, of $\tau(b_0)$ with $b$, leaves $a$ fixed, since $a$ differs from both points. Hence $W_{(r,a),(r,b)}=q_r$.

Hermiticity makes $p_r$ real. It also gives $\overline{q_r}=W_{(r,b_0),(r,a_0)}$, which is again an off-diagonal entry of the same block and so equals $q_r$; thus $q_r$ is real too. Setting

$$v_r=p_r-q_r,\qquad d_r=m\,q_r$$

reproduces the block, because $v_r+d_r/m=p_r$ and $d_r/m=q_r$.

In the other direction, the entries of $V$ are real and symmetric, vanish for $r\neq s$, and depend on $a$ and $b$ only through whether they are equal. A permutation preserves that distinction.

The theorem `semilocal_characterization` joins the two directions: the three conditions on $W$ hold if and only if real $v$ and $d$ exist with `W = semilocal v d`. The hypothesis `[Nontrivial A]` means $m\ge2$. In the proof, `hdiag` and `hoff` are the two exchange arguments, `hp` and `hq` are the reality statements, and the `refine` line supplies the formulas for $v$ and $d$. The reverse direction reads all three properties off `semilocal_apply`.

```lean
/-- With at least two angular points, the semilocal operators are exactly the Hermitian matrices
that are diagonal in the radial index and commute with all angular permutations. -/
theorem semilocal_characterization [Nontrivial A] (W : Matrix (R × A) (R × A) ℂ) :
    (W.IsHermitian ∧ (∀ r s a b, r ≠ s → W (r, a) (s, b) = 0) ∧
      ∀ σ : Equiv.Perm A, angularPerm R σ * W = W * angularPerm R σ) ↔
    ∃ v d : R → ℝ, W = semilocal v d := by
  constructor
  · rintro ⟨hW, hrad, hcomm⟩
    have inv := fun σ => (commute_angularPerm_iff σ W).mp (hcomm σ)
    have hc : (Fintype.card A : ℂ) ≠ 0 := Nat.cast_ne_zero.mpr Fintype.card_ne_zero
    obtain ⟨a₀, b₀, h₀⟩ := exists_pair_ne A
    -- each radial block has one diagonal and one off-diagonal value
    have hdiag : ∀ r a, W (r, a) (r, a) = W (r, a₀) (r, a₀) := by
      intro r a
      have h := inv (Equiv.swap a₀ a) r a₀ r a₀
      rwa [Equiv.swap_apply_left] at h
    have hoff : ∀ r a b, a ≠ b → W (r, a) (r, b) = W (r, a₀) (r, b₀) := by
      intro r a b hab
      have h1 := inv (Equiv.swap a₀ a) r a₀ r b₀
      rw [Equiv.swap_apply_left] at h1
      have hne : a ≠ Equiv.swap a₀ a b₀ := fun h =>
        h₀ ((Equiv.swap a₀ a).injective (by rw [Equiv.swap_apply_left]; exact h))
      have h2 := inv (Equiv.swap (Equiv.swap a₀ a b₀) b) r a r (Equiv.swap a₀ a b₀)
      rw [Equiv.swap_apply_left, Equiv.swap_apply_of_ne_of_ne hne hab] at h2
      exact h2.trans h1
    -- both values are real
    have hp : ∀ r, ((W (r, a₀) (r, a₀)).re : ℂ) = W (r, a₀) (r, a₀) := fun r =>
      Complex.conj_eq_iff_re.mp (hW.apply (r, a₀) (r, a₀))
    have hq : ∀ r, ((W (r, a₀) (r, b₀)).re : ℂ) = W (r, a₀) (r, b₀) := fun r =>
      Complex.conj_eq_iff_re.mp
        ((hW.apply (r, b₀) (r, a₀)).trans (hoff r b₀ a₀ h₀.symm))
    refine ⟨fun r => (W (r, a₀) (r, a₀)).re - (W (r, a₀) (r, b₀)).re,
      fun r => (Fintype.card A : ℝ) * (W (r, a₀) (r, b₀)).re, ?_⟩
    ext ⟨r, a⟩ ⟨s, b⟩
    rw [semilocal_apply]
    by_cases h : r = s
    · subst h
      by_cases k : a = b
      · subst k
        rw [if_pos rfl, if_pos rfl, hdiag r a]
        push_cast
        rw [hp, hq, mul_div_cancel_left₀ _ hc]
        ring
      · rw [if_pos rfl, if_neg k, hoff r a b k]
        push_cast
        rw [hq, mul_div_cancel_left₀ _ hc]
        ring
    · rw [if_neg h]
      exact hrad r s a b h
  · rintro ⟨v, d, rfl⟩
    refine ⟨?_, ?_, ?_⟩
    · ext ⟨r, a⟩ ⟨s, b⟩
      rw [Matrix.conjTranspose_apply, semilocal_apply, semilocal_apply]
      by_cases h : r = s
      · subst h
        by_cases k : a = b
        · subst k
          simp
        · simp [k, Ne.symm k]
      · simp [h, Ne.symm h]
    · intro r s a b h
      rw [semilocal_apply, if_neg h]
    · intro σ
      rw [commute_angularPerm_iff]
      intro r a s b
      simp only [semilocal_apply, σ.injective.eq_iff]
```

## When the operator is an ordinary potential

A multiplicative potential acts as $\psi(r,a)\mapsto w(r,a)\,\psi(r,a)$, so its matrix is diagonal in the combined index $(r,a)$. This is the meaning of `IsDiag`: every entry between different pairs vanishes.

If $V$ is diagonal, take two distinct angular points $a\neq b$ at one radius. Then

$$0=V_{(r,a),(r,b)}=\frac{d_r}{m},$$

so $d_r=0$, and this holds at every $r$. Conversely, if $d=0$, only the entries $v_r$ on the diagonal remain. With a single angular point the criterion would fail, because $V$ would then be the diagonal matrix of $v+d$ whatever the value of $d$.

The Lean proof extracts the entry $d_r/m$ as `e` and uses $m\neq0$ to conclude. For the converse it checks the entries between different pairs, which either join different radii or join different angles at one radius.

```lean
omit [Fintype R] in
/-- With at least two angular points, the semilocal operator is a multiplicative (diagonal)
matrix if and only if the s-channel correction `d` vanishes. -/
theorem semilocal_isDiag_iff [Nontrivial A] (v d : R → ℝ) :
    (semilocal v d : Matrix (R × A) (R × A) ℂ).IsDiag ↔ d = 0 := by
  constructor
  · intro h
    have hc : (Fintype.card A : ℂ) ≠ 0 := Nat.cast_ne_zero.mpr Fintype.card_ne_zero
    obtain ⟨a, b, hab⟩ := exists_pair_ne A
    funext r
    -- the element between two angular points at one radius is d/m
    have e : semilocal v d (r, a) (r, b) = 0 := h (by simp [hab])
    rw [semilocal_apply, if_pos rfl, if_neg hab, zero_add, div_eq_zero_iff] at e
    exact Complex.ofReal_eq_zero.mp (e.resolve_right hc)
  · rintro rfl ⟨r, a⟩ ⟨s, b⟩ h
    rw [semilocal_apply]
    by_cases k : r = s
    · have hab : a ≠ b := fun hab => h (by rw [k, hab])
      simp [hab]
    · rw [if_neg k]
```

## Action on a wavefunction

Summing the matrix elements against $\psi$ gives

$$(V\psi)(r,a)=\sum_{s,b}\delta_{rs}\left(\delta_{ab}v_r+\frac{d_r}{m}\right)\psi(s,b)
=v_r\,\psi(r,a)+d_r\,\frac1m\sum_b\psi(r,b) .$$

In this equal-weight grid model with a single s correction, the pseudopotential can therefore be applied with a pointwise multiplication and at most one angular average per radius. The proof of `semilocal_mulVec` splits the sum over pairs into radial and angular sums, keeps only the term $s=r$, and evaluates what is left.

```lean
/-- The semilocal operator multiplies a wavefunction by `v` and adds `d` times its angular
average at the same radius. -/
theorem semilocal_mulVec [Nonempty A] (v d : R → ℝ) (ψ : R × A → ℂ) (r : R) (a : A) :
    (semilocal v d *ᵥ ψ) (r, a) =
      v r * ψ (r, a) + d r * ((∑ b, ψ (r, b)) / (Fintype.card A : ℂ)) := by
  simp only [Matrix.mulVec, dotProduct]
  rw [Fintype.sum_prod_type, Finset.sum_eq_single r]
  · simp only [semilocal_apply, if_true, add_mul, ite_mul, zero_mul,
      Finset.sum_add_distrib, Finset.sum_ite_eq, Finset.mem_univ, ← Finset.mul_sum]
    ring
  · intro s _ hs
    exact Finset.sum_eq_zero fun b _ => by
      rw [semilocal_apply, if_neg hs.symm, zero_mul]
  · intro h
    exact absurd (Finset.mem_univ _) h
```

## What each channel feels

If $\psi(r,a)=f(r)$ does not depend on the angle, its average is $f(r)$, and

$$(V\psi)(r,a)=(v_r+d_r)\,f(r).$$

If instead $\sum_b\psi(r,b)=0$ at every radius, the average vanishes and $(V\psi)(r,a)=v_r\,\psi(r,a)$. These are the s channel and its orthogonal complement. The two parts of `semilocal_channels` state exactly this, and both follow by inserting the angular sum into the previous formula.

```lean
/-- Angularly constant wavefunctions feel the potential `v + d`, and wavefunctions whose angular
sum vanishes at every radius feel `v`. -/
theorem semilocal_channels [Nonempty A] (v d : R → ℝ) :
    (∀ (f : R → ℂ) (r : R) (a : A),
      (semilocal v d *ᵥ fun p : R × A => f p.1) (r, a) = (v r + d r) * f r) ∧
    (∀ ψ : R × A → ℂ, (∀ r, ∑ b, ψ (r, b) = 0) →
      ∀ r a, (semilocal v d *ᵥ ψ) (r, a) = v r * ψ (r, a)) := by
  have hc : (Fintype.card A : ℂ) ≠ 0 := Nat.cast_ne_zero.mpr Fintype.card_ne_zero
  constructor
  · intro f r a
    rw [semilocal_mulVec]
    simp only [Finset.sum_const, Finset.card_univ, nsmul_eq_mul]
    rw [mul_div_cancel_left₀ _ hc]
    ring
  · intro ψ h r a
    rw [semilocal_mulVec, h r, zero_div, mul_zero, add_zero]

end

end SemilocalPseudopotential
```

```lean
#print axioms SemilocalPseudopotential.sProjector_mul_self
#print axioms SemilocalPseudopotential.semilocal_characterization
#print axioms SemilocalPseudopotential.semilocal_isDiag_iff
#print axioms SemilocalPseudopotential.semilocal_channels
```

```
'SemilocalPseudopotential.sProjector_mul_self' depends on axioms: [propext, Classical.choice, Quot.sound]
'SemilocalPseudopotential.semilocal_characterization' depends on axioms: [propext, Classical.choice, Quot.sound]
'SemilocalPseudopotential.semilocal_isDiag_iff' depends on axioms: [propext, Classical.choice, Quot.sound]
'SemilocalPseudopotential.semilocal_channels' depends on axioms: [propext, Classical.choice, Quot.sound]
```

## One radius and three angular points

Take a single radius with $m=3$, $v=-1$ and $d=3$. Then $d/m=1$ and $v+d/m=0$, so

$$V=\begin{pmatrix}0&1&1\\1&0&1\\1&1&0\end{pmatrix}.$$

The normalised s function $(1,1,1)/\sqrt3$ is multiplied by $2=v+d$, and the normalised function $(1,-1,0)/\sqrt2$, whose sum is zero, is multiplied by $-1=v$.

For a wavefunction that mixes the channels, take the unnormalised vector $\psi=(3,0,0)$, with average $1$. The formula gives $V\psi=-\psi+3\,(1,1,1)=(0,3,3)$, in agreement with the matrix. The result is nonzero at two points where $\psi$ itself is zero, which no multiplicative potential can produce.

Reading the potentials back from the matrix, $p=0$ and $q=1$ give $v=p-q=-1$ and $d=3q=3$, as they should.
